# The second-order cumulant estimate bounds a free-energy change on neither side

The second-order cumulant estimate of a free-energy change is the mean of the perturbation minus half the inverse temperature times its variance, both taken in the unperturbed ensemble. In general it is neither an upper nor a lower bound. The ensemble here is the canonical ensemble of a finite list of unperturbed levels \(E_i\), with a perturbation diagonal in the same basis, so that level \(i\) moves to \(E_i+V_i\). This describes a finite-dimensional Hamiltonian with a perturbation that commutes with it, or a classical model with finitely many states. The Gibbs-Bogoliubov inequality in its general quantum form also covers non-commuting perturbations, which the version proved below does not.

## The result

With \(\beta = 1/k_BT\), define
\[ Z=\sum_i e^{-\beta E_i},\qquad F=-\frac{\ln Z}{\beta},\qquad p_i=\frac{e^{-\beta E_i}}{Z},\qquad \langle A\rangle_0=\sum_i p_iA_i , \]
\[ \Delta F=F(E+V)-F(E),\qquad C=\langle V\rangle_0-\frac{\beta}{2}\,\big\langle (V-\langle V\rangle_0)^2\big\rangle_0 . \]
The first-order term is a bound, \(\Delta F\le\langle V\rangle_0\) for \(\beta>0\). The second-order estimate \(C\) is not. At \(\beta=1\), levels \((0,0)\) with \(V=(0,2)\) give \(C=1/2<\Delta F\), and levels \((0,\ln 9)\) with \(V=(0,-3)\) give \(C=-141/200>\Delta F\). For every \(\beta>0\), neither \(\Delta F\le C\) nor \(C\le\Delta F\) holds for all two-level systems.

## Where a code relies on it

A free-energy perturbation routine that accumulates \(V\) and \(V^2\) in the reference ensemble can report \(C\) alongside the exponential average. Within the finite, commuting model, an assertion that the exact \(\Delta F\) stays at or below \(\langle V\rangle_0\) is justified, while an assertion that it lies on a fixed side of \(C\) is not. The two examples have closed-form values of \(C\) and can serve as unit tests of the accumulation.

## Derivation

The Boltzmann factor of a shifted level factorises, which gives the Zwanzig identity:
\[ e^{-\beta\Delta F}=\frac{Z(E+V)}{Z(E)}=\sum_i\frac{e^{-\beta E_i}}{Z}\,e^{-\beta V_i}=\langle e^{-\beta V}\rangle_0 . \]
For \(\beta>0\) the map \(x\mapsto e^{-\beta x}\) is strictly decreasing, so for any number \(c\)
\[ c<\Delta F\iff\langle e^{-\beta V}\rangle_0<e^{-\beta c},\qquad \Delta F<c\iff e^{-\beta c}<\langle e^{-\beta V}\rangle_0 . \]

For the first-order bound put \(m=\langle V\rangle_0\) and use \(e^x\ge 1+x\):
\[ \langle e^{-\beta V}\rangle_0=e^{-\beta m}\langle e^{-\beta(V-m)}\rangle_0\ge e^{-\beta m}\langle 1-\beta(V-m)\rangle_0=e^{-\beta m}. \]
This excludes \(m<\Delta F\), so \(\Delta F\le m\).

Two degenerate levels have weights \((1/2,1/2)\). With \(m=(V_0+V_1)/2\) and \(d=(V_1-V_0)/2\), the variance is \(d^2\) and \(C=m-\beta d^2/2\). Then
\[ \langle e^{-\beta V}\rangle_0=e^{-\beta m}\cosh(\beta d)\le e^{-\beta m}e^{(\beta d)^2/2}=e^{-\beta C}, \]
where \(\cosh x\le e^{x^2/2}\) follows by comparing power series term by term, using \((2n)!\ge 2^n n!\). Hence \(C\le\Delta F\) for every \(V\).

The strict case takes \(\beta=1\), \(V=(0,2)\), so \(m=1\), \(d=1\), \(C=1/2\). From \(9/25<e^{-1}<37/100\) one gets \(e^{-1/2}>3/5\) and \(e^{-2}<1/5\), so
\[ \langle e^{-V}\rangle_0=\frac{1+e^{-2}}{2}<\frac35<e^{-1/2}=e^{-C}, \]
which is \(C<\Delta F\).

Levels \((0,\ln 9)\) at \(\beta=1\) have \(Z=1+1/9\) and weights \((9/10,1/10)\). For \(V=(0,-3)\) the mean is \(-3/10\), the variance is \(\tfrac{9}{10}(0.3)^2+\tfrac1{10}(2.7)^2=81/100\), and \(C=-3/10-81/200=-141/200\). From \(27/10<e<11/4\) one gets \(e^3>19\), so
\[ e^{-C}=e^{141/200}<e<\frac{11}{4}<\frac9{10}+\frac{19}{10}<\frac{9}{10}+\frac{e^3}{10}=\langle e^{-V}\rangle_0 , \]
which is \(\Delta F<C\).

To reach any \(\beta>0\), replace \(E,V\) by \(E/\beta,V/\beta\). The exponents \(\beta\cdot E_i/\beta\) are those of the \(\beta=1\) system, so both partition functions and all weights are unchanged and \(\Delta F\) is divided by \(\beta\). The mean is divided by \(\beta\), the variance by \(\beta^2\), and the term \(\tfrac\beta2\mathrm{Var}_0\) by \(\beta\), so \(C\) is divided by \(\beta\) as well. Both strict inequalities survive.

## The file

```lean
import Mathlib

open Real

namespace CumulantEstimateCounterexample

noncomputable section

variable {ι : Type*} [Fintype ι]

/-- Partition function of the levels `E` at inverse temperature `β`. -/
def Z (β : ℝ) (E : ι → ℝ) : ℝ := ∑ i, Real.exp (-(β * E i))

/-- Free energy `F = -(ln Z) / β`. -/
def freeEnergy (β : ℝ) (E : ι → ℝ) : ℝ := -Real.log (Z β E) / β

/-- Boltzmann probability of level `i`. -/
def prob (β : ℝ) (E : ι → ℝ) (i : ι) : ℝ := Real.exp (-(β * E i)) / Z β E

/-- Thermal average of a diagonal observable `A` in the ensemble of the levels `E`. -/
def mean (β : ℝ) (E A : ι → ℝ) : ℝ := ∑ i, prob β E i * A i

/-- Thermal variance of a diagonal observable `A` in the ensemble of the levels `E`. -/
def variance (β : ℝ) (E A : ι → ℝ) : ℝ := mean β E (fun i => (A i - mean β E A) ^ 2)

/-- Exact free-energy change `F₁ - F₀` when each level `E i` is shifted by `V i`. -/
def deltaF (β : ℝ) (E V : ι → ℝ) : ℝ := freeEnergy β (fun i => E i + V i) - freeEnergy β E

/-- Second-order cumulant estimate `⟨V⟩₀ - (β/2) Var₀(V)` of the free-energy change. -/
def cumulantEstimate (β : ℝ) (E V : ι → ℝ) : ℝ := mean β E V - β / 2 * variance β E V

/-- The values `(a, b)` on the two states of a two-level system. -/
def twoLevel (a b : ℝ) : Fin 2 → ℝ := ![a, b]

/-- The partition function of a nonempty finite spectrum is positive. -/
theorem Z_pos [Nonempty ι] (β : ℝ) (E : ι → ℝ) : 0 < Z β E :=
  Finset.sum_pos (fun _ _ => Real.exp_pos _) Finset.univ_nonempty

/-- The Boltzmann probabilities sum to one. -/
theorem sum_prob [Nonempty ι] (β : ℝ) (E : ι → ℝ) : ∑ i, prob β E i = 1 := by
  simp only [prob]
  rw [← Finset.sum_div]
  exact div_self (Z_pos β E).ne'

/-- Zwanzig identity: `exp(-β (F₁ - F₀)) = ⟨exp(-β V)⟩₀`. -/
theorem zwanzig [Nonempty ι] {β : ℝ} (hβ : β ≠ 0) (E V : ι → ℝ) :
    Real.exp (-(β * deltaF β E V)) = mean β E (fun i => Real.exp (-(β * V i))) := by
  have key : ∀ a b : ℝ, -(β * (-a / β - -b / β)) = a - b := by
    intro a b
    have hk := mul_inv_cancel₀ hβ
    linear_combination (a - b) * hk
  have h1 : -(β * deltaF β E V)
      = Real.log (Z β (fun i => E i + V i)) - Real.log (Z β E) := key _ _
  -- the Boltzmann factor of the shifted level factorises
  have hz : Z β (fun i => E i + V i)
      = ∑ i, Real.exp (-(β * E i)) * Real.exp (-(β * V i)) := by
    simp only [Z]
    refine Finset.sum_congr rfl fun i _ => ?_
    rw [← Real.exp_add]
    congr 1
    ring
  rw [h1, Real.exp_sub, Real.exp_log (Z_pos β (fun i => E i + V i)),
    Real.exp_log (Z_pos β E), hz, Finset.sum_div]
  simp only [mean, prob]
  refine Finset.sum_congr rfl fun i _ => ?_
  ring

/-- At positive temperature a number `c` lies below (above) `F₁ - F₀` exactly when
`⟨exp(-β V)⟩₀` lies below (above) `exp(-β c)`. -/
theorem compare_deltaF [Nonempty ι] {β : ℝ} (hβ : 0 < β) (E V : ι → ℝ) (c : ℝ) :
    (c < deltaF β E V ↔ mean β E (fun i => Real.exp (-(β * V i))) < Real.exp (-(β * c))) ∧
    (deltaF β E V < c ↔ Real.exp (-(β * c)) < mean β E (fun i => Real.exp (-(β * V i)))) := by
  rw [← zwanzig hβ.ne' E V]
  simp only [Real.exp_lt_exp]
  refine ⟨⟨fun h => ?_, fun h => ?_⟩, ⟨fun h => ?_, fun h => ?_⟩⟩
  · nlinarith [mul_pos hβ (sub_pos.2 h)]
  · by_contra hc
    nlinarith [mul_nonneg hβ.le (sub_nonneg.2 (not_lt.1 hc))]
  · nlinarith [mul_pos hβ (sub_pos.2 h)]
  · by_contra hc
    nlinarith [mul_nonneg hβ.le (sub_nonneg.2 (not_lt.1 hc))]

/-- Gibbs-Bogoliubov inequality for a diagonal perturbation: `F₁ - F₀ ≤ ⟨V⟩₀`. -/
theorem gibbs_bogoliubov [Nonempty ι] {β : ℝ} (hβ : 0 < β) (E V : ι → ℝ) :
    deltaF β E V ≤ mean β E V := by
  obtain ⟨m, hm⟩ : ∃ m, m = mean β E V := ⟨_, rfl⟩
  have hm' : ∑ i, prob β E i * V i = m := hm.symm
  have hsum : ∑ i, prob β E i * (Real.exp (-(β * m)) * (1 - β * (V i - m)))
      = Real.exp (-(β * m)) * (1 + β * m) * ∑ i, prob β E i
        - Real.exp (-(β * m)) * β * ∑ i, prob β E i * V i := by
    rw [Finset.mul_sum, Finset.mul_sum, ← Finset.sum_sub_distrib]
    refine Finset.sum_congr rfl fun i _ => ?_
    ring
  have hle : Real.exp (-(β * m)) ≤ mean β E (fun i => Real.exp (-(β * V i))) :=
    calc Real.exp (-(β * m))
        = ∑ i, prob β E i * (Real.exp (-(β * m)) * (1 - β * (V i - m))) := by
          rw [hsum, sum_prob, hm']
          ring
      _ ≤ ∑ i, prob β E i * Real.exp (-(β * V i)) := by
          refine Finset.sum_le_sum fun i _ => ?_
          have hp : 0 ≤ prob β E i := (div_pos (Real.exp_pos _) (Z_pos β E)).le
          have e : Real.exp (-(β * V i))
              = Real.exp (-(β * m)) * Real.exp (-(β * (V i - m))) := by
            rw [← Real.exp_add]
            congr 1
            ring
          refine mul_le_mul_of_nonneg_left ?_ hp
          rw [e]
          refine mul_le_mul_of_nonneg_left ?_ (Real.exp_pos _).le
          -- tangent line of the exponential at the mean
          linarith [Real.add_one_le_exp (-(β * (V i - m)))]
      _ = mean β E (fun i => Real.exp (-(β * V i))) := rfl
  rw [← hm]
  by_contra h
  have h' := (compare_deltaF hβ E V m).1.1 (not_le.1 h)
  linarith

/-- For two degenerate levels the thermal average has weights `1/2, 1/2`. -/
theorem mean_degenerate (β ε : ℝ) (A : Fin 2 → ℝ) :
    mean β (twoLevel ε ε) A = (A 0 + A 1) / 2 := by
  have h0 : twoLevel ε ε 0 = ε := rfl
  have h1 : twoLevel ε ε 1 = ε := rfl
  have hne : Real.exp (-(β * ε)) + Real.exp (-(β * ε)) ≠ 0 := by positivity
  have hx : Real.exp (-(β * ε)) / (Real.exp (-(β * ε)) + Real.exp (-(β * ε))) = 1 / 2 := by
    rw [div_eq_iff hne]
    ring
  simp only [mean, prob, Z, Fin.sum_univ_two, h0, h1]
  rw [hx]
  ring

/-- For two degenerate levels, any perturbation and any positive temperature, the cumulant
estimate does not exceed `F₁ - F₀`. -/
theorem degenerate_estimate_le {β : ℝ} (hβ : 0 < β) (ε : ℝ) (V : Fin 2 → ℝ) :
    cumulantEstimate β (twoLevel ε ε) V ≤ deltaF β (twoLevel ε ε) V := by
  have hest : cumulantEstimate β (twoLevel ε ε) V
      = (V 0 + V 1) / 2 - β / 2 * ((V 1 - V 0) / 2) ^ 2 := by
    simp only [cumulantEstimate, variance, mean_degenerate]
    ring
  have hmean : mean β (twoLevel ε ε) (fun i => Real.exp (-(β * V i)))
      = (Real.exp (-(β * V 0)) + Real.exp (-(β * V 1))) / 2 := mean_degenerate _ _ _
  by_contra h
  have h' := (compare_deltaF hβ (twoLevel ε ε) V _).2.1 (not_le.1 h)
  rw [hest, hmean] at h'
  -- the average is exp(-β ⟨V⟩) cosh x with x = β (V 1 - V 0) / 2, and cosh x ≤ exp(x²/2)
  have hc := Real.cosh_le_exp_half_sq (β * ((V 1 - V 0) / 2))
  rw [Real.cosh_eq] at hc
  have e0 : Real.exp (-(β * V 0))
      = Real.exp (-(β * ((V 0 + V 1) / 2))) * Real.exp (β * ((V 1 - V 0) / 2)) := by
    rw [← Real.exp_add]
    congr 1
    ring
  have e1 : Real.exp (-(β * V 1))
      = Real.exp (-(β * ((V 0 + V 1) / 2))) * Real.exp (-(β * ((V 1 - V 0) / 2))) := by
    rw [← Real.exp_add]
    congr 1
    ring
  have e2 : Real.exp (-(β * ((V 0 + V 1) / 2 - β / 2 * ((V 1 - V 0) / 2) ^ 2)))
      = Real.exp (-(β * ((V 0 + V 1) / 2))) * Real.exp ((β * ((V 1 - V 0) / 2)) ^ 2 / 2) := by
    rw [← Real.exp_add]
    congr 1
    ring
  have hmul := mul_le_mul_of_nonneg_left hc (Real.exp_pos (-(β * ((V 0 + V 1) / 2)))).le
  linarith

/-- At `β = 1`, levels `(0, 0)` with `V = (0, 2)` give the estimate `1/2`, strictly below
`F₁ - F₀`. -/
theorem underestimate :
    cumulantEstimate 1 (twoLevel 0 0) (twoLevel 0 2) = 1 / 2 ∧
    cumulantEstimate 1 (twoLevel 0 0) (twoLevel 0 2) < deltaF 1 (twoLevel 0 0) (twoLevel 0 2) := by
  have h0 : twoLevel 0 2 0 = 0 := rfl
  have h1 : twoLevel 0 2 1 = 2 := rfl
  have hest : cumulantEstimate 1 (twoLevel 0 0) (twoLevel 0 2) = 1 / 2 := by
    simp only [cumulantEstimate, variance, mean_degenerate, h0, h1]
    norm_num
  refine ⟨hest, ?_⟩
  rw [hest]
  refine (compare_deltaF one_pos _ _ _).1.2 ?_
  simp only [mean_degenerate, h0, h1, one_mul, neg_zero, Real.exp_zero]
  -- (1 + exp(-2)) / 2 < 3/5 < exp(-1/2)
  have b1 : (9 / 25 : ℝ) < Real.exp (-1) := lt_trans (by norm_num) Real.exp_neg_one_gt_d9
  have b2 : Real.exp (-1) < (37 / 100 : ℝ) := lt_trans Real.exp_neg_one_lt_d9 (by norm_num)
  have e1 : Real.exp (-1) = Real.exp (-(1 / 2)) * Real.exp (-(1 / 2)) := by
    rw [← Real.exp_add]
    norm_num
  have e2 : Real.exp (-2) = Real.exp (-1) * Real.exp (-1) := by
    rw [← Real.exp_add]
    norm_num
  have hy : (3 / 5 : ℝ) < Real.exp (-(1 / 2)) := by
    by_contra hc
    have hc' := not_lt.1 hc
    nlinarith [mul_nonneg (Real.exp_pos (-(1 / 2))).le (sub_nonneg.2 hc')]
  have h2 : Real.exp (-2) < (1 / 5 : ℝ) := by
    nlinarith [mul_pos (Real.exp_pos (-1)) (sub_pos.2 b2)]
  linarith

/-- At `β = 1` the thermal average for the levels `(0, ln 9)` has weights `9/10, 1/10`. -/
theorem mean_split (A : Fin 2 → ℝ) :
    mean 1 (twoLevel 0 (Real.log 9)) A = 9 / 10 * A 0 + 1 / 10 * A 1 := by
  have h0 : twoLevel 0 (Real.log 9) 0 = 0 := rfl
  have h1 : twoLevel 0 (Real.log 9) 1 = Real.log 9 := rfl
  have h : Real.exp (-Real.log 9) = 1 / 9 := by
    rw [Real.exp_neg, Real.exp_log (by norm_num : (0 : ℝ) < 9)]
    norm_num
  simp only [mean, prob, Z, Fin.sum_univ_two, h0, h1, one_mul, neg_zero, Real.exp_zero, h]
  ring

/-- At `β = 1`, levels `(0, ln 9)` with `V = (0, -3)` give the estimate `-141/200`, strictly
above `F₁ - F₀`. -/
theorem overestimate :
    cumulantEstimate 1 (twoLevel 0 (Real.log 9)) (twoLevel 0 (-3)) = -(141 / 200) ∧
    deltaF 1 (twoLevel 0 (Real.log 9)) (twoLevel 0 (-3))
      < cumulantEstimate 1 (twoLevel 0 (Real.log 9)) (twoLevel 0 (-3)) := by
  have h0 : twoLevel 0 (-3) 0 = 0 := rfl
  have h1 : twoLevel 0 (-3) 1 = -3 := rfl
  have hest : cumulantEstimate 1 (twoLevel 0 (Real.log 9)) (twoLevel 0 (-3)) = -(141 / 200) := by
    simp only [cumulantEstimate, variance, mean_split, h0, h1]
    norm_num
  refine ⟨hest, ?_⟩
  rw [hest]
  refine (compare_deltaF one_pos _ _ _).2.2 ?_
  simp only [mean_split, h0, h1, one_mul, neg_zero, Real.exp_zero, neg_neg, mul_one]
  -- exp(141/200) < e < 11/4 < 9/10 + e³/10
  have b1 : Real.exp (141 / 200) < Real.exp 1 := Real.exp_lt_exp.2 (by norm_num)
  have c1 : (27 / 10 : ℝ) < Real.exp 1 := lt_trans (by norm_num) Real.exp_one_gt_d9
  have c2 : Real.exp 1 < (11 / 4 : ℝ) := lt_trans Real.exp_one_lt_d9 (by norm_num)
  have e3 : Real.exp 3 = Real.exp 1 * Real.exp 1 * Real.exp 1 := by
    rw [← Real.exp_add, ← Real.exp_add]
    norm_num
  have h2 : (729 / 100 : ℝ) < Real.exp 1 * Real.exp 1 := by
    nlinarith [mul_pos (sub_pos.2 c1) (sub_pos.2 c1)]
  have h3 : (19 : ℝ) < Real.exp 1 * Real.exp 1 * Real.exp 1 := by
    nlinarith [mul_pos (sub_pos.2 h2) (sub_pos.2 c1)]
  linarith

/-- Dividing the levels and the perturbation by `β` and passing from inverse temperature `1`
to `β` divides both `F₁ - F₀` and the cumulant estimate by `β`. -/
theorem rescale {β : ℝ} (hβ : β ≠ 0) (E V : ι → ℝ) :
    deltaF β (fun i => E i / β) (fun i => V i / β) = deltaF 1 E V / β ∧
    cumulantEstimate β (fun i => E i / β) (fun i => V i / β) = cumulantEstimate 1 E V / β := by
  have k : ∀ x : ℝ, β * (x / β) = 1 * x := by
    intro x
    have hk := mul_inv_cancel₀ hβ
    linear_combination x * hk
  have k2 : ∀ x y : ℝ, β * (x / β + y / β) = 1 * (x + y) := by
    intro x y
    rw [← add_div, k]
  -- the Boltzmann weights are unchanged
  have hp : ∀ A : ι → ℝ, mean β (fun i => E i / β) A = mean 1 E A := by
    intro A
    simp only [mean, prob, Z, k]
  have hs : mean 1 E (fun i => V i / β) = mean 1 E V / β := by
    simp only [mean, Finset.sum_div]
    refine Finset.sum_congr rfl fun i _ => ?_
    ring
  have hv : variance β (fun i => E i / β) (fun i => V i / β) = variance 1 E V / β ^ 2 := by
    simp only [variance, hp, hs]
    generalize mean 1 E V = m
    simp only [mean, Finset.sum_div]
    refine Finset.sum_congr rfl fun i _ => ?_
    ring
  constructor
  · simp only [deltaF, freeEnergy, Z, k, k2]
    ring
  · unfold cumulantEstimate
    rw [hv, hp, hs]
    field_simp

/-- At every positive temperature the cumulant estimate is neither an upper bound nor a lower
bound for `F₁ - F₀` over all two-level systems and diagonal perturbations. -/
theorem cumulantEstimate_not_bound {β : ℝ} (hβ : 0 < β) :
    (¬ ∀ E V : Fin 2 → ℝ, deltaF β E V ≤ cumulantEstimate β E V) ∧
    (¬ ∀ E V : Fin 2 → ℝ, cumulantEstimate β E V ≤ deltaF β E V) := by
  constructor
  · intro h
    have h1 := h (fun i => twoLevel 0 0 i / β) (fun i => twoLevel 0 2 i / β)
    have r := rescale hβ.ne' (twoLevel 0 0) (twoLevel 0 2)
    rw [r.1, r.2, div_le_div_iff₀ hβ hβ] at h1
    nlinarith [mul_pos (sub_pos.2 underestimate.2) hβ]
  · intro h
    have h1 := h (fun i => twoLevel 0 (Real.log 9) i / β) (fun i => twoLevel 0 (-3) i / β)
    have r := rescale hβ.ne' (twoLevel 0 (Real.log 9)) (twoLevel 0 (-3))
    rw [r.1, r.2, div_le_div_iff₀ hβ hβ] at h1
    nlinarith [mul_pos (sub_pos.2 overestimate.2) hβ]

end

end CumulantEstimateCounterexample
```

```lean
#print axioms CumulantEstimateCounterexample.gibbs_bogoliubov
-- 'CumulantEstimateCounterexample.gibbs_bogoliubov' depends on axioms: [propext, Classical.choice, Quot.sound]
#print axioms CumulantEstimateCounterexample.degenerate_estimate_le
-- 'CumulantEstimateCounterexample.degenerate_estimate_le' depends on axioms: [propext, Classical.choice, Quot.sound]
#print axioms CumulantEstimateCounterexample.cumulantEstimate_not_bound
-- 'CumulantEstimateCounterexample.cumulantEstimate_not_bound' depends on axioms: [propext, Classical.choice, Quot.sound]
```

## What the proof guarantees

The states are indexed by a finite type `ι`, and `E`, `V` and any observable `A` are real functions on it; a degenerate level is a repeated value. The definitions `Z`, `freeEnergy`, `prob`, `mean`, `variance`, `deltaF` and `cumulantEstimate` are the formulas above. They fix two conventions: \(\Delta F\) is perturbed minus unperturbed, and all averages are in the unperturbed ensemble. The function `twoLevel a b` takes the values \(a,b\) on the states 0 and 1 of `Fin 2`. The assumption `Nonempty ι` makes \(Z>0\), which is `Z_pos`, and `sum_prob` is \(\sum_ip_i=1\).

The main theorem `cumulantEstimate_not_bound` reads: for each `β` with `0 < β`, it is false that `deltaF β E V ≤ cumulantEstimate β E V` for all `E V : Fin 2 → ℝ`, and the reverse inequality for all `E V` is false too. The theorems `underestimate` and `overestimate` each state the value of \(C\) and the strict inequality at \(\beta=1\).

The proofs follow the hand derivation. In `zwanzig`, `h1` writes \(-\beta\Delta F\) as a difference of logarithms and `hz` factorises the Boltzmann factors; exponentiating gives the ratio of partition functions. In `compare_deltaF`, the average is rewritten through `zwanzig`, and `Real.exp_lt_exp` leaves inequalities between exponents, settled by the sign of \(\beta\). In `gibbs_bogoliubov`, `hsum` evaluates the average of the tangent line and `Real.add_one_le_exp` bounds each term. The lemmas `mean_degenerate` and `mean_split` supply the two sets of weights. In `degenerate_estimate_le`, `e0`, `e1` and `e2` pull out the factor \(e^{-\beta m}\), and `Real.cosh_le_exp_half_sq` is the bound on \(\cosh\). In the two examples `hest` computes \(C\), and decimal bounds on \(e^{-1}\) and \(e\) give `hy`, `h2` in the first and `c2`, `h3` in the second. In `rescale`, `hp` is the invariance of the weights, and `hs` and `hv` scale the mean and the variance. The main theorem applies each supposed bound to a rescaled example and cancels \(\beta\).

## What it does not guarantee

The counter-examples change with \(\beta\): the theorem does not say that one fixed system fails at every temperature. No bound on the size of \(\Delta F-C\) is stated, and no criterion for its sign beyond the degenerate pair. That case needs the degeneracy, since `overestimate` violates \(C\le\Delta F\) once the levels are split. All averages are exact, so sampling noise and floating-point error are not treated, and neither are infinite spectra or non-commuting \(V\). At \(\beta=0\) the free energy is undefined and Lean's division by zero makes `deltaF` zero, a value without physical meaning.

The following observations are hand calculations that the file does not check. The sign of \(\beta\) matters: at \(\beta=-1\), levels \((0,0)\) with \(V=(0,2)\) give \(\Delta F=\ln\frac{1+e^2}{2}>1=\langle V\rangle_0\), so the first-order bound fails. The degenerate bound is special to two states: ten equal levels with \(V=0\) on nine and \(V=-3\) on one reproduce the distribution of the second example, and \(C>\Delta F\) at \(\beta=1\). Numerically \(\Delta F\approx0.566\) in the first example and \(\Delta F\approx-1.068\) in the second. With \(\kappa_n\) the \(n\)-th cumulant of \(V\) in the unperturbed ensemble, the formal cumulant series is \(\Delta F=\kappa_1-\beta\kappa_2/2+\beta^2\kappa_3/6-\beta^3\kappa_4/24+\dots\); the first example has \(\kappa_3=0\) and \(\kappa_4=-2\), the second has \(\kappa_3<0\), and in both the first non-zero omitted term has the sign of \(\Delta F-C\).
